# Without hybridisation, the charge gap of a d shell with ligands is the smaller of U and D

Moving one electron between two distant, identical transition-metal clusters costs \(\min(U,D)\), where \(U\ge 0\) is the d-d repulsion and \(D\ge 0\) the energy for transferring a ligand electron to the d shell (usually written \(\Delta\)). This holds if all d orbitals have one energy and all ligand orbitals another, every pair of d electrons repels with the same \(U\), both clusters start with filled ligand shells, hopping and Coulomb interaction between d shell and ligands are neglected, and the d shell can both lose and accept an electron. The gap is of Mott-Hubbard type for \(U<D\) and of charge-transfer type for \(D<U\). Cluster and impurity models of core-level spectra also use these two parameters, together with hybridisation and a core-hole potential; the model here is a cluster without either.

## Configurations at fixed charge

Let \(k\) be the number of d electrons added to a reference configuration, negative for removal, and \(h\) the number of ligand holes. With \(a\) the energy of the first added d electron,

\[E=ak+\tfrac12Uk(k-1)+h(D-a).\]

At fixed added charge \(q=k-h\) this becomes

\[E=aq+\tfrac12Uk(k-1)+hD.\]

At \(k=-1\) the factor \(k(k-1)/2\) is 1, not 0: removing a d electron costs \(U-a\).

In Lean, `k` is an integer with `-N ≤ k`, where `N` counts the removable d electrons, and `h` is a natural number. `groundEnergy` is \(F(q)\), the infimum over `levels`, and `gap` is \(F(q+1)+F(q-1)-2F(q)\). `holeCost` is \(C_m=\sum_{i=0}^{m-1}\min((i+1)U,D)\). The theorem `energy_of_charge` is the rewriting at fixed charge.

```lean
import Mathlib

open Finset

namespace ChargeTransferGap

noncomputable section

/-- Energy of a configuration with `k` added d electrons and `h` ligand holes: d level `a`,
d-d repulsion `U`, and charge-transfer energy `D`. -/
def energy (a U D : ℝ) (k : ℤ) (h : ℕ) : ℝ :=
  a * k + U * (k * (k - 1)) / 2 + h * (D - a)

/-- The energies of all configurations with total added charge `q = k - h`, when at most `N`
electrons can be removed from the d shell. -/
def levels (N : ℕ) (a U D : ℝ) (q : ℤ) : Set ℝ :=
  {E | ∃ (k : ℤ) (h : ℕ), -(N : ℤ) ≤ k ∧ k - h = q ∧ E = energy a U D k h}

/-- `F(q)`, the infimum of the energies at added charge `q`; for `U, D ≥ 0` it is the ground-state
energy. -/
def groundEnergy (N : ℕ) (a U D : ℝ) (q : ℤ) : ℝ := sInf (levels N a U D q)

/-- The gap at added charge `q`: for `U, D ≥ 0`, the cost of moving one electron between two distant
clusters that both carry the charge `q`. -/
def gap (N : ℕ) (a U D : ℝ) (q : ℤ) : ℝ :=
  groundEnergy N a U D (q + 1) + groundEnergy N a U D (q - 1) - 2 * groundEnergy N a U D q

/-- The sum over `m` holes in which hole number `j` contributes the smaller of `j U` and `D`. -/
def holeCost (U D : ℝ) (m : ℕ) : ℝ := ∑ j ∈ range m, min (((j : ℝ) + 1) * U) D

/-- At fixed total charge `q` the level `a` only contributes the constant `a q`, and each ligand
hole costs `D`. -/
theorem energy_of_charge (a U D : ℝ) {k q : ℤ} {h : ℕ} (hq : k - h = q) :
    energy a U D k h = a * q + U * (k * (k - 1)) / 2 + h * D := by
  subst hq
  unfold energy
  push_cast
  ring
```

The model treats configurations as eigenstates; in a real cluster, hopping mixes them. Multiplets, crystal-field splitting, ligand bandwidth and the Coulomb interactions of ligand holes with the d shell and with each other are also absent, and the numbers of added d electrons and ligand holes have no upper limit, unlike in a real cluster. The failures described below for missing hypotheses are short supplementary calculations.

## Repulsion: \(U\ge 0\)

Electrons on the d shell repel each other. Put \(j\) holes on the d shell and \(h\) on the ligands, so that \(k=-j\) and \(m=j+h\). Apart from \(-am\), the cost is

\[\tfrac12Uj(j+1)+hD=\sum_{i=0}^{j-1}(i+1)U+hD\ \ge\ C_m,\]

because each term is at least the corresponding minimum. For \(U\ge0\) the d-hole costs \(U,2U,\dots\) do not decrease, so placing holes on the d shell while the next one costs at most \(D\) there, and all further holes on the ligands, attains \(C_m\).

`holeCost_le` proves the bound by induction on both hole counts, for either sign of \(U\). `holeCost_attained` adds holes one at a time; its step `full` uses \(U\ge0\) to conclude that all earlier holes also belong on the d shell.

```lean
/-- Twice the number of pairs among `n` electrons is not negative. -/
theorem pairs_nonneg (n : ℕ) : 0 ≤ (n : ℝ) * ((n : ℝ) - 1) := by
  rcases n with _ | n
  · simp
  · have h : ((n + 1 : ℕ) : ℝ) * (((n + 1 : ℕ) : ℝ) - 1) = ((n : ℝ) + 1) * n := by
      push_cast
      ring
    rw [h]
    positivity

/-- No distribution of holes, `j` on the d shell and `h` on the ligands, costs less than
`holeCost`. -/
theorem holeCost_le (U D : ℝ) (j h : ℕ) :
    holeCost U D (j + h) ≤ U * ((j : ℝ) * (j + 1)) / 2 + h * D := by
  have step : ∀ n : ℕ, holeCost U D (n + 1) = holeCost U D n + min (((n : ℝ) + 1) * U) D :=
    fun n => Finset.sum_range_succ _ _
  induction h with
  | zero =>
    induction j with
    | zero => simp [holeCost]
    | succ j ih =>
      have h1 := min_le_left (((j : ℝ) + 1) * U) D
      simp only [add_zero] at ih ⊢
      rw [step]
      push_cast at ih ⊢
      linarith
  | succ h ih =>
    have h1 := min_le_right ((((j + h : ℕ) : ℝ) + 1) * U) D
    rw [← add_assoc, step]
    push_cast at h1 ih ⊢
    linarith

/-- For `U ≥ 0` some distribution of `m` holes over d shell and ligands costs exactly
`holeCost`. -/
theorem holeCost_attained {U : ℝ} (D : ℝ) (hU : 0 ≤ U) (m : ℕ) :
    ∃ j h : ℕ, j + h = m ∧ holeCost U D m = U * ((j : ℝ) * (j + 1)) / 2 + h * D := by
  have step : ∀ n : ℕ, holeCost U D (n + 1) = holeCost U D n + min (((n : ℝ) + 1) * U) D :=
    fun n => Finset.sum_range_succ _ _
  -- as long as `n U ≤ D`, all holes sit on the d shell
  have full : ∀ n : ℕ, (n : ℝ) * U ≤ D → holeCost U D n = U * ((n : ℝ) * (n + 1)) / 2 := by
    intro n
    induction n with
    | zero => intro _; simp [holeCost]
    | succ n ih =>
      intro hn
      push_cast at hn ⊢
      rw [step, ih (by linarith), min_eq_left hn]
      ring
  induction m with
  | zero => exact ⟨0, 0, rfl, by simp [holeCost]⟩
  | succ m ih =>
    rcases le_total (((m : ℝ) + 1) * U) D with hm | hm
    · refine ⟨m + 1, 0, rfl, ?_⟩
      rw [full (m + 1) (by push_cast; exact hm)]
      simp
    · -- otherwise the new hole goes to the ligands
      obtain ⟨j, h, hjh, hc⟩ := ih
      refine ⟨j, h + 1, by omega, ?_⟩
      rw [step, hc, min_eq_right hm]
      push_cast
      ring
```

For \(U<0\), adding d electrons and ligand holes together lowers the energy without limit, and no ground state exists. Lean's infimum is then 0 by convention, and the gap formula fails.

## Charge transfer: \(D\ge 0\)

The assumption \(D\ge0\) says that moving a ligand electron to the d shell of the reference configuration gains no energy. For \(q\ge0\), inserting \(k=q+h\) gives

\[E=aq+\tfrac12Uq(q-1)+Uqh+\tfrac12Uh(h-1)+hD,\]

which is lowest at \(h=0\). Hence \(F(0)=0\) and \(F(1)=a\). The proof shows that the last three terms are not negative, with `pairs_nonneg` for the middle one.

```lean
/-- For `U, D ≥ 0` and `q ≥ 0` added electrons, the lowest energy is that of `q` electrons on
the d shell without ligand holes. -/
theorem isLeast_electrons (N : ℕ) (a : ℝ) {U D : ℝ} (hU : 0 ≤ U) (hD : 0 ≤ D) (q : ℕ) :
    IsLeast (levels N a U D q) (a * q + U * ((q : ℝ) * (q - 1)) / 2) := by
  constructor
  · exact ⟨q, 0, by omega, by simp, by simp [energy]⟩
  · rintro E ⟨k, h, -, hq, rfl⟩
    rw [energy_of_charge a U D hq]
    obtain rfl : k = (q : ℤ) + h := by omega
    have h1 := mul_nonneg hU (pairs_nonneg h)
    have h2 : 0 ≤ U * ((q : ℝ) * h) := by positivity
    have h3 : 0 ≤ (h : ℝ) * D := by positivity
    push_cast
    linarith
```

For \(U=1\), \(D=-\tfrac12\), the ground state at \(q=0\) already has a ligand hole, and the gap is 0 instead of \(-\tfrac12\).

## Removable d electrons: \(m+1\le N\)

The theorem assumes that the d shell can take all \(m+1\) holes. This is sufficient; when ligand holes are cheaper, a smaller \(N\) can do. For \(q=-m\), configurations with \(k=n\ge0\) have \(m+n\) ligand holes and cost at least \(mD\ge C_m\); those with \(k\le0\) were treated above. So \(F(-m)=-am+C_m\) for \(m\le N\), and the second difference is

\[\min((m+1)U,D)-\min(mU,D).\]

At \(m=0\) this is \(\min(U,D)\), since \(D\ge0\). Once \(mU\ge D\) it vanishes: the next hole costs the same as the last.

`isLeast_holes` splits on the sign of `k`. `gap_with_holes` converts the minima into values of \(F\) and subtracts, treating \(m=0\) separately because \(F(1)\) is then an electron sector.

```lean
/-- For `U, D ≥ 0` and `m ≤ N` removed electrons, the lowest energy is `-a m` plus the hole cost
`∑ min (j U, D)`, `j = 1, ..., m`. -/
theorem isLeast_holes {N m : ℕ} (a : ℝ) {U D : ℝ} (hU : 0 ≤ U) (hD : 0 ≤ D) (hm : m ≤ N) :
    IsLeast (levels N a U D (-(m : ℤ))) (-a * m + holeCost U D m) := by
  constructor
  · obtain ⟨j, h, hjh, hc⟩ := holeCost_attained D hU m
    have hq : -(j : ℤ) - h = -(m : ℤ) := by omega
    refine ⟨-(j : ℤ), h, by omega, hq, ?_⟩
    rw [energy_of_charge a U D hq, hc]
    push_cast
    ring
  · rintro E ⟨k, h, -, hq, rfl⟩
    rw [energy_of_charge a U D hq]
    rcases le_total 0 k with hk | hk
    · -- extra d electrons only add ligand holes and repulsion
      obtain ⟨n, rfl⟩ : ∃ n : ℕ, k = n := ⟨k.toNat, by omega⟩
      obtain rfl : h = m + n := by omega
      have h1 := holeCost_le U D 0 m
      simp only [zero_add, Nat.cast_zero, zero_mul, mul_zero, zero_div] at h1
      have h2 := mul_nonneg hU (pairs_nonneg n)
      have h3 : 0 ≤ (n : ℝ) * D := by positivity
      push_cast
      linarith
    · obtain ⟨j, rfl⟩ : ∃ j : ℕ, k = -(j : ℤ) := ⟨(-k).toNat, by omega⟩
      obtain rfl : m = j + h := by omega
      have h1 := holeCost_le U D j h
      push_cast
      linarith

/-- For `U, D ≥ 0`, the gap of a cluster that already holds `m` holes, `m + 1 ≤ N`, is
`min ((m + 1) U, D) - min (m U, D)`. -/
theorem gap_with_holes {N m : ℕ} (a : ℝ) {U D : ℝ} (hU : 0 ≤ U) (hD : 0 ≤ D)
    (hm : m + 1 ≤ N) :
    gap N a U D (-(m : ℤ)) = min (((m : ℝ) + 1) * U) D - min ((m : ℝ) * U) D := by
  have step : ∀ n : ℕ, holeCost U D (n + 1) = holeCost U D n + min (((n : ℝ) + 1) * U) D :=
    fun n => Finset.sum_range_succ _ _
  have hole : ∀ n : ℕ, n ≤ N →
      groundEnergy N a U D (-(n : ℤ)) = -a * n + holeCost U D n :=
    fun n hn => (isLeast_holes a hU hD hn).csInf_eq
  -- one electron more
  have e1 : groundEnergy N a U D (-(m : ℤ) + 1)
      = -a * ((m : ℝ) - 1) + holeCost U D m - min ((m : ℝ) * U) D := by
    rcases m with _ | n
    · have h1 : groundEnergy N a U D ((1 : ℕ) : ℤ) = _ :=
        (isLeast_electrons N a hU hD 1).csInf_eq
      rw [show -((0 : ℕ) : ℤ) + 1 = ((1 : ℕ) : ℤ) by norm_num, h1]
      simp [holeCost, min_eq_left hD]
    · rw [show -((n + 1 : ℕ) : ℤ) + 1 = -(n : ℤ) by push_cast; ring, hole n (by omega), step]
      push_cast
      ring
  -- one electron less
  have e2 : groundEnergy N a U D (-(m : ℤ) - 1)
      = -a * ((m : ℝ) + 1) + holeCost U D m + min (((m : ℝ) + 1) * U) D := by
    rw [show -(m : ℤ) - 1 = -((m + 1 : ℕ) : ℤ) by push_cast; ring, hole (m + 1) hm, step]
    push_cast
    ring
  unfold gap
  rw [e1, e2, hole m (by omega)]
  ring

/-- For `U, D ≥ 0` and at least one removable d electron, the gap `F(1) + F(-1) - 2 F(0)` is the
smaller of the repulsion `U` and the charge-transfer energy `D`. -/
theorem gap_eq_min {N : ℕ} (a : ℝ) {U D : ℝ} (hU : 0 ≤ U) (hD : 0 ≤ D) (hN : 1 ≤ N) :
    groundEnergy N a U D 1 + groundEnergy N a U D (-1) - 2 * groundEnergy N a U D 0
      = min U D := by
  have h := gap_with_holes (m := 0) a hU hD (by omega : 0 + 1 ≤ N)
  simpa [gap, min_eq_left hD] using h
```

With \(N=0\), which is what declaring `k` a natural number would mean, the hole must go to the ligands. The gap is then \(D\) even when \(U<D\).

## Strict inequalities for the character of the hole

For one removed electron, `hole_character` assumes \(D>0\) and \(U\ne D\). The cost above \(-a\) is \(\tfrac12U(h-1)(h-2)+hD\): \(U\) at \(h=0\), \(D\) at \(h=1\), and at least \(2D>D\) beyond. The proof follows these three cases.

```lean
/-- Let `U ≥ 0`, `D > 0` and one electron be removed, with at least one removable d electron.
If `U < D`, exactly the configuration without ligand hole has the ground-state energy; if
`D < U`, exactly the one with a single ligand hole. -/
theorem hole_character {N : ℕ} (a : ℝ) {U D : ℝ} (hU : 0 ≤ U) (hD : 0 < D) (hN : 1 ≤ N)
    {k : ℤ} {h : ℕ} (hk : k - h = -1) :
    (U < D → (energy a U D k h = groundEnergy N a U D (-1) ↔ h = 0)) ∧
    (D < U → (energy a U D k h = groundEnergy N a U D (-1) ↔ h = 1)) := by
  have g : groundEnergy N a U D (-1) = -a + min U D := by
    have h1 := (isLeast_holes a hU hD.le hN).csInf_eq
    simpa [groundEnergy, holeCost] using h1
  rw [energy_of_charge a U D hk, g]
  obtain rfl : k = (h : ℤ) - 1 := by omega
  constructor
  · intro hlt
    rw [min_eq_left hlt.le]
    refine ⟨fun hE => ?_, fun h0 => ?_⟩
    · rcases h with _ | _ | n
      · rfl
      · exfalso
        push_cast at hE
        linarith
      · exfalso
        have h1 : 0 ≤ U * (((n : ℝ) + 1) * n) := by positivity
        have h2 : 0 ≤ (n : ℝ) * D := by positivity
        push_cast at hE
        linarith
    · subst h0
      push_cast
      ring
  · intro hlt
    rw [min_eq_right hlt.le]
    refine ⟨fun hE => ?_, fun h0 => ?_⟩
    · rcases h with _ | _ | n
      · exfalso
        push_cast at hE
        linarith
      · rfl
      · exfalso
        have h1 : 0 ≤ U * (((n : ℝ) + 1) * n) := by positivity
        have h2 : 0 ≤ (n : ℝ) * D := by positivity
        push_cast at hE
        linarith
    · subst h0
      push_cast
      ring

end

end ChargeTransferGap
```

At \(U=D\) the configurations \(h=0\) and \(h=1\) tie. At \(D=0<U\), \(h=1\) and \(h=2\) tie.

```lean
#print axioms ChargeTransferGap.gap_eq_min
#print axioms ChargeTransferGap.hole_character
```

```
'ChargeTransferGap.gap_eq_min' depends on axioms: [propext, Classical.choice, Quot.sound]
'ChargeTransferGap.hole_character' depends on axioms: [propext, Classical.choice, Quot.sound]
```
